# The sign-weighted swap of two distinct sites is minus the swap operator

The system is a finite set of sites, each with a copy of `ℂ^d`, and a state is any complex-valued function of the product-basis labels, with no normalisation or exchange symmetry required. A permutation of the sites acts linearly on states by rearranging the labels at which the amplitudes are read, and the signed operator is this action multiplied by the sign of the permutation. The lemma says that for the swap of two distinct sites `k` and `a`, the signed operator is minus the unsigned one. The attempt unfolds the signed operator and leaves the rest to `simp`, giving it the fact that such a swap has sign −1.

This version doesn't compile in Lean 4 with Mathlib:

```lean
import Mathlib

open Equiv

namespace SignedPermSwap

noncomputable section

variable {ι : Type*} [Fintype ι] [DecidableEq ι] (d : ℕ)

/-- States of copies of `ℂ^d`, one for each site in `ι`, given by their amplitudes
in the product basis. -/
abbrev State (ι : Type*) (d : ℕ) := (ι → Fin d) → ℂ

/-- The operator that permutes the sites by `σ`; for `σ = swap k a` it is the
transposition operator `F_(k,a)`. -/
def permOp (σ : Perm ι) : Module.End ℂ (State ι d) where
  toFun ψ := fun x => ψ (x ∘ σ)
  map_add' _ _ := rfl
  map_smul' _ _ := rfl

/-- The permutation operator multiplied by the sign of the permutation. -/
def signedPerm (σ : Perm ι) : Module.End ℂ (State ι d) :=
  ((Perm.sign σ : ℤ) : ℂ) • permOp d σ

/-- The signed operator of a transposition of two distinct sites is minus the
transposition operator. -/
theorem signedPerm_swap {k a : ι} (h : k ≠ a) :
    signedPerm d (swap k a) = -permOp d (swap k a) := by
  simp [signedPerm, Perm.sign_swap h]

end

end SignedPermSwap
```

The error:

```
Main.lean:29:54: error: unsolved goals
ι : Type u_1
inst✝¹ : Fintype ι
inst✝ : DecidableEq ι
d : ℕ
k a : ι
h : k ≠ a
⊢ -1 • permOp d (swap k a) = -permOp d (swap k a)
```

The change, after which it compiles:

```diff
@@ -28,5 +28,8 @@
 theorem signedPerm_swap {k a : ι} (h : k ≠ a) :
     signedPerm d (swap k a) = -permOp d (swap k a) := by
-  simp [signedPerm, Perm.sign_swap h]
+  have hs : ((Perm.sign (swap k a) : ℤ) : ℂ) = -1 := by simp [Perm.sign_swap h]
+  refine LinearMap.ext fun ψ => funext fun x => ?_
+  change ((Perm.sign (swap k a) : ℤ) : ℂ) * ψ (x ∘ swap k a) = -ψ (x ∘ swap k a)
+  rw [hs, neg_one_mul]
 
 end
```

What went wrong. The error "unsolved goals" means that `simp` made progress but did not finish. It had unfolded `signedPerm` and reduced the sign to −1. What remained was that −1 times the operator equals its negative, which is true and is normally a case for `neg_smul` and `one_smul`. Here `simp` did not carry out that step between operators; the message does not say what stopped it.

The repair avoids the step by working with amplitudes. First, `hs` records that the sign, cast to a complex number, is −1, a part `simp` can do. Next, `LinearMap.ext` and `funext` reduce equality of operators to equality of amplitudes for every state `ψ` and label `x`. Then `change` restates the goal by unfolding definitions, so that the scalar action becomes ordinary multiplication of complex numbers. Finally, `rw` puts in −1 by `hs`, and `neg_one_mul` turns the product into the negative amplitude, which closes the goal.
